# Scaled small-radius limit of the nuclear attraction omitted near a point nucleus, for a radial density r^(2l+2) g(r)

When the region from the nucleus out to a radius a is left out of a radial integral, some of an electron's attraction energy to a point nucleus of charge Z is lost. In atomic units the magnitude of that energy at distance r is Z/r, and `missingAttraction_limit` gives the limit of the loss divided by a^(2l+2). For the radial density ρ(r) = r^(2l+2) g(r), with the factor r² of the volume element included and g continuous, it states that the integral of (Z/r) ρ(r) from 0 to a, divided by a^(2l+2), tends to Z g(0)/(2l+2) as a tends to 0 from above. The physical reading takes Z > 0 and g ≥ 0, but the lemma assumes neither, and ρ need be neither normalised nor the solution of any wave equation. If the integral of ρ over all r > 0 is a finite N > 0, the values for the normalised density are these divided by N. The proof cancels the Coulomb factor 1/r against one power of r, then applies `moment_limit`, the lemma before it, with n = 2l+1.

The failing Lean file:

```lean
import Mathlib

open Filter Topology Set

namespace MissingAttractionLimit

noncomputable section

/-- Radial density `r^(2l+2) g(r)` of an orbital of angular momentum `l`. -/
def originDensity (l : ℕ) (g : ℝ → ℝ) (r : ℝ) : ℝ := r ^ (2 * l + 2) * g r

/-- Magnitude of the nuclear attraction lost when the interval from `0` to `a` is omitted, for
`a > 0`; the integrand `(Z/r) ρ(r)` is meant for `r > 0`. -/
def missingAttraction (Z : ℝ) (ρ : ℝ → ℝ) (a : ℝ) : ℝ := ∫ r in (0 : ℝ)..a, Z / r * ρ r

/-- For continuous `g`, the integral of `r^n g(r)` from `0` to `a`, divided by `a^(n+1)`, tends
to `g(0)/(n+1)` as `a` tends to `0` from above. -/
theorem moment_limit (n : ℕ) {g : ℝ → ℝ} (hg : Continuous g) :
    Tendsto (fun a : ℝ => (∫ r in (0 : ℝ)..a, r ^ n * g r) / a ^ (n + 1))
      (𝓝[>] 0) (𝓝 (g 0 / (n + 1))) := by
  -- after scaling to the unit interval the integral is continuous in `a`
  have hc : Continuous (fun a : ℝ => ∫ t in (0 : ℝ)..1, t ^ n * g (a * t)) := by
    apply intervalIntegral.continuous_parametric_intervalIntegral_of_continuous'
    simp only [Function.uncurry_def]
    fun_prop
  have h0 : (∫ t in (0 : ℝ)..1, t ^ n * g (0 * t)) = g 0 / (n + 1) := by
    simp only [zero_mul, intervalIntegral.integral_mul_const, integral_pow, one_pow]
    rw [zero_pow (Nat.succ_ne_zero n)]
    ring
  have ht := (hc.tendsto 0).mono_left (nhdsWithin_le_nhds (s := Ioi (0 : ℝ)))
  rw [h0] at ht
  refine ht.congr' ?_
  filter_upwards [self_mem_nhdsWithin] with a ha
  have ha0 : a ≠ 0 := ne_of_gt ha
  -- the substitution `r = a t`
  have h := intervalIntegral.mul_integral_comp_mul_left (a := 0) (b := 1) (c := a)
    (f := fun r : ℝ => r ^ n * g r)
  have e : (∫ t in (0 : ℝ)..1, (a * t) ^ n * g (a * t))
      = a ^ n * ∫ t in (0 : ℝ)..1, t ^ n * g (a * t) := by
    rw [← intervalIntegral.integral_const_mul]
    refine intervalIntegral.integral_congr fun t _ => ?_
    simp only [mul_pow, mul_assoc]
  simp only [mul_zero, mul_one] at h
  rw [e] at h
  rw [← h, eq_div_iff (pow_ne_zero _ ha0)]
  ring

/-- For a density `r^(2l+2) g(r)` with `g` continuous, the missing nuclear attraction divided by
`a^(2l+2)` tends to `Z g(0)/(2l+2)` as `a` tends to `0` from above. -/
theorem missingAttraction_limit (Z : ℝ) (l : ℕ) {g : ℝ → ℝ} (hg : Continuous g) :
    Tendsto (fun a : ℝ => missingAttraction Z (originDensity l g) a / a ^ (2 * l + 2))
      (𝓝[>] 0) (𝓝 (Z * g 0 / (2 * (l : ℝ) + 2))) := by
  -- the Coulomb factor removes one power of `r`
  have hV : ∀ a : ℝ, missingAttraction Z (originDensity l g) a
      = Z * ∫ r in (0 : ℝ)..a, r ^ (2 * l + 1) * g r := by
    intro a
    unfold missingAttraction originDensity
    rw [← intervalIntegral.integral_const_mul]
    refine intervalIntegral.integral_congr fun r _ => ?_
    dsimp only
    rcases eq_or_ne r 0 with h | h
    · simp [h]
    · rw [show r ^ (2 * l + 2) = r ^ (2 * l + 1) * r from pow_succ r (2 * l + 1)]
      generalize r ^ (2 * l + 1) = p
      field_simp
  have h := (moment_limit (2 * l + 1) hg).const_mul Z
  have e : ((2 * l + 1 : ℕ) : ℝ) + 1 = 2 * (l : ℝ) + 2 := by push_cast; ring
  rw [e, ← mul_div_assoc] at h
  refine h.congr fun a => ?_
  rw [hV a, mul_div_assoc]

end

end MissingAttractionLimit
```

Compiling this gives:

```
Main.lean:60:4: error: `dsimp` made no progress
```

Diagnosis. The message means that `dsimp only` found nothing to simplify. With no lemmas supplied, it can do little more than basic reductions, such as applying a `fun` to its argument. Here the goal left by `intervalIntegral.integral_congr` was already a plain equation between the two integrands at `r`, with nothing for it to reduce. `dsimp` treats that as an error rather than leaving the goal as it is, so deleting the line cures the reported failure.

The diff also replaces the algebra for `r ≠ 0`. The old steps split off a factor `r`, generalised the remaining power and called `field_simp`; the new ones clear the division with `div_mul_eq_mul_div` and `div_eq_iff h`, and leave a polynomial identity to `ring`. The proof stopped at `dsimp only` before reaching the old steps, so the message shows no fault in them. As far as it shows, this second change is mere tidying.

The repair, with which the file compiles:

```diff
@@ -58,10 +58,8 @@
     rw [← intervalIntegral.integral_const_mul]
     refine intervalIntegral.integral_congr fun r _ => ?_
-    dsimp only
     rcases eq_or_ne r 0 with h | h
     · simp [h]
-    · rw [show r ^ (2 * l + 2) = r ^ (2 * l + 1) * r from pow_succ r (2 * l + 1)]
-      generalize r ^ (2 * l + 1) = p
-      field_simp
+    · rw [div_mul_eq_mul_div, div_eq_iff h]
+      ring
   have h := (moment_limit (2 * l + 1) hg).const_mul Z
   have e : ((2 * l + 1 : ℕ) : ℝ) + 1 = 2 * (l : ℝ) + 2 := by push_cast; ring
```
